# At fixed T > 0 and μ, the grand potential of non-interacting electrons with a differentiable Hermitian matrix H(x) has derivative Tr(f(H)H′), even at level crossings

**Q.** In a geometry relaxation with smeared occupations, the code contracts the Fermi matrix with $dH/dx$ to get a force. It never differentiates an orbital. Why should I trust that where levels cross and the eigenvectors may jump?

**A.** For non-interacting electrons with a finite Hermitian matrix $H(x)$ that is differentiable in $x$, at fixed $T>0$ and $\mu$, the contraction is the exact derivative of the grand potential $\Omega$; the electronic contribution to the force is its negative. The derivation compares two matrices without following any eigenvector.

Let $A$ and $B$ be Hermitian, with eigenvalues $a_i$, $b_j$ and orthonormal eigenvectors $u_i$, $v_j$. Put $w_{ij}=|\langle u_i|v_j\rangle|^2$. Then

$$\mathrm{Tr}\,p(A)q(B)=\sum_{ij}w_{ij}\,p(a_i)q(b_j)$$

for any real functions $p,q$. Setting one of them to 1 covers traces of a single matrix, so for $g'=f$

$$\mathrm{Tr}\,g(B)-\mathrm{Tr}\,g(A)-\mathrm{Tr}\,f(A)(B-A)=\sum_{ij}w_{ij}\,[g(b_j)-g(a_i)-f(a_i)(b_j-a_i)],$$

$$\mathrm{Tr}(B-A)^2=\sum_{ij}w_{ij}(b_j-a_i)^2.$$

If $|f(b)-f(a)|\le K|b-a|$, then $y\mapsto g(y)-f(a)y$ has slope at most $K|b-a|$ in size between $a$ and $b$. Each bracket is therefore at most $K(b_j-a_i)^2$ in size, and the first sum is at most $K\,\mathrm{Tr}(B-A)^2$.

Now take $A=H(x_0)$ and $B=H(x)$. The bound is $K\sum_{ij}|H_{ij}(x)-H_{ij}(x_0)|^2=O((x-x_0)^2)$, so only the linear term contributes to the derivative: $\mathrm{Tr}(f(H(x_0))H')$.

Let $e$ be a level energy and measure $T$ in energy units, so that it stands for $k_BT$. For $g(e)=-T\ln(1+E)$ with $E=\exp((\mu-e)/T)$, we get $g'=E/(1+E)=1/(1+\exp((e-\mu)/T))$, the Fermi function. Its slope has size $\frac1T\,\frac{E}{(1+E)^2}\le\frac1T$, so $K=1/T$ works.

**Q.** Does the formal version mean the same $\Omega$? An eigenbasis is arbitrary when levels are degenerate.

**A.** `spectralFun` applies $g$ to the eigenvalues in an eigenbasis chosen by Mathlib. Within a degenerate level $g$ is a single number times the projector, so the choice drops out.

```lean
import Mathlib

open scoped Matrix

namespace FiniteTemperatureForces

noncomputable section

variable {n : Type*} [Fintype n] [DecidableEq n] {A B : Matrix n n ℂ}

/-- The function `g(A)` of a Hermitian matrix: `g` acts on the eigenvalues in an eigenbasis. -/
def spectralFun (hA : A.IsHermitian) (g : ℝ → ℝ) : Matrix n n ℂ :=
  (hA.eigenvectorUnitary : Matrix n n ℂ) *
    Matrix.diagonal (fun i => (g (hA.eigenvalues i) : ℂ)) *
    (hA.eigenvectorUnitary : Matrix n n ℂ)ᴴ
```

The weights $w_{ij}$ are `overlap`, with $i$ for $A$ and $j$ for $B$.

```lean
/-- Squared overlap of the `i`-th eigenvector of `A` with the `j`-th eigenvector of `B`. -/
def overlap (hA : A.IsHermitian) (hB : B.IsHermitian) (i j : n) : ℝ :=
  Complex.normSq (((hA.eigenvectorUnitary : Matrix n n ℂ)ᴴ *
    (hB.eigenvectorUnitary : Matrix n n ℂ)) i j)
```

The occupation, the one-level potential and its trace follow.

```lean
/-- The Fermi function at temperature `T ≠ 0` and chemical potential `μ`. -/
def fermi (T μ e : ℝ) : ℝ := 1 / (1 + Real.exp ((e - μ) / T))

/-- Grand potential of a single level of energy `e`, for `T ≠ 0`. -/
def levelPotential (T μ e : ℝ) : ℝ := -T * Real.log (1 + Real.exp ((μ - e) / T))

/-- The grand potential `-T Tr ln(1 + exp((μ - A)/T))` of a Hermitian matrix, for `T ≠ 0`. -/
def grandPotential (T μ : ℝ) (hA : A.IsHermitian) : ℂ :=
  (spectralFun hA (levelPotential T μ)).trace
```

**Q.** And what is assumed about the curve?

**A.** In `hasDerivAt_grandPotential`, `hH` says that $H(x)$ is Hermitian for every $x$, and `hd` says that each entry is differentiable at `x₀`, with derivative `H' i j`. There is no gap condition. `HasDerivAt` refers to a complex-valued function of real $x$, because Lean's trace is complex here.

The model has a fixed orthonormal basis, so there are no overlap-matrix terms. It has no self-consistent double counting, and $\mu$ is held fixed instead of the electron number.

**Q.** Then show me that the proof takes your route.

**A.** First, functions of one matrix multiply as they should, and on a diagonal matrix they act on the diagonal entries. The latter holds because a unitary relating two diagonal forms connects only equal entries.

```lean
/-- Functions of one Hermitian matrix: the identity function returns the matrix, the constant 1
returns the unit matrix, and products of functions become matrix products. -/
theorem spectralFun_calculus (hA : A.IsHermitian) :
    spectralFun hA (fun e => e) = A ∧ spectralFun hA (fun _ => 1) = 1 ∧
    ∀ f g : ℝ → ℝ, spectralFun hA f * spectralFun hA g = spectralFun hA (fun e => f e * g e) := by
  refine ⟨?_, ?_, fun f g => ?_⟩
  · have h := hA.spectral_theorem
    rw [Unitary.conjStarAlgAut_apply] at h
    exact h.symm
  · simp only [spectralFun, Complex.ofReal_one, Matrix.diagonal_one, mul_one]
    exact Matrix.mem_unitaryGroup_iff.1 hA.eigenvectorUnitary.2
  · have key : ∀ U D E : Matrix n n ℂ, Uᴴ * U = 1 →
        U * D * Uᴴ * (U * E * Uᴴ) = U * (D * E) * Uᴴ := fun U D E h => by
      calc _ = U * D * (Uᴴ * U) * E * Uᴴ := by simp only [mul_assoc]
        _ = _ := by rw [h, mul_one, mul_assoc U]
    unfold spectralFun
    rw [key _ _ _ (Matrix.mem_unitaryGroup_iff'.1 hA.eigenvectorUnitary.2),
      Matrix.diagonal_mul_diagonal]
    simp only [Complex.ofReal_mul]

/-- A function of a real diagonal matrix acts on its diagonal entries. -/
theorem spectralFun_diagonal (hA : A.IsHermitian) (d : n → ℝ)
    (hd : A = Matrix.diagonal (fun i => (d i : ℂ))) (g : ℝ → ℝ) :
    spectralFun hA g = Matrix.diagonal (fun i => (g (d i) : ℂ)) := by
  have key : ∀ (U : Matrix n n ℂ) (a : n → ℝ), U * Uᴴ = 1 → Uᴴ * U = 1 →
      U * Matrix.diagonal (fun i => (a i : ℂ)) * Uᴴ = Matrix.diagonal (fun i => (d i : ℂ)) →
      U * Matrix.diagonal (fun i => (g (a i) : ℂ)) * Uᴴ =
        Matrix.diagonal (fun i => (g (d i) : ℂ)) := by
    intro U a h1 h2 h3
    have h4 : Matrix.diagonal (fun i => (d i : ℂ)) * U =
        U * Matrix.diagonal (fun i => (a i : ℂ)) := by
      rw [← h3, mul_assoc, h2, mul_one]
    -- `U` only connects equal entries, so it also intertwines the functions
    have h5 : U * Matrix.diagonal (fun i => (g (a i) : ℂ)) =
        Matrix.diagonal (fun i => (g (d i) : ℂ)) * U := by
      ext i j
      have h := congrFun (congrFun h4 i) j
      rw [Matrix.diagonal_mul, Matrix.mul_diagonal] at h
      rw [Matrix.diagonal_mul, Matrix.mul_diagonal]
      by_cases hz : U i j = 0
      · simp [hz]
      · have h6 : (d i : ℂ) = a j := mul_right_cancel₀ hz (h.trans (mul_comm _ _))
        rw [Complex.ofReal_injective h6, mul_comm]
    rw [h5, mul_assoc, h1, mul_one]
  exact key _ _ (Matrix.mem_unitaryGroup_iff.1 hA.eigenvectorUnitary.2)
    (Matrix.mem_unitaryGroup_iff'.1 hA.eigenvectorUnitary.2)
    ((spectralFun_calculus hA).1.trans hd)
```

Next comes the double sum, obtained by cycling the trace.

```lean
/-- For Hermitian `A` and `B`, `Tr f(A) g(B)` is the sum of `f(a_i) g(b_j)` weighted by the squared
overlaps of their eigenvectors. -/
theorem trace_spectralFun_mul (hA : A.IsHermitian) (hB : B.IsHermitian) (f g : ℝ → ℝ) :
    (spectralFun hA f * spectralFun hB g).trace =
      ((∑ i, ∑ j, overlap hA hB i j * (f (hA.eigenvalues i) * g (hB.eigenvalues j)) : ℝ) : ℂ) := by
  have key : ∀ (W : Matrix n n ℂ) (d e : n → ℝ),
      (Matrix.diagonal (fun i => (d i : ℂ)) * W * Matrix.diagonal (fun j => (e j : ℂ)) * Wᴴ).trace
        = ((∑ i, ∑ j, Complex.normSq (W i j) * (d i * e j) : ℝ) : ℂ) := by
    intro W d e
    push_cast
    rw [Matrix.trace]
    refine Finset.sum_congr rfl fun i _ => ?_
    rw [Matrix.diag_apply, Matrix.mul_apply]
    refine Finset.sum_congr rfl fun j _ => ?_
    rw [Matrix.mul_diagonal, Matrix.diagonal_mul, Matrix.conjTranspose_apply, Complex.star_def,
      Complex.normSq_eq_conj_mul_self]
    ring
  have cyc : ∀ U V D E : Matrix n n ℂ, (U * D * Uᴴ * (V * E * Vᴴ)).trace =
      (D * (Uᴴ * V) * E * (Uᴴ * V)ᴴ).trace := fun U V D E => by
    rw [Matrix.conjTranspose_mul, Matrix.conjTranspose_conjTranspose,
      show U * D * Uᴴ * (V * E * Vᴴ) = U * (D * Uᴴ * V * E * Vᴴ) by simp only [mul_assoc],
      Matrix.trace_mul_comm]
    simp only [mul_assoc]
  exact (cyc _ _ _ _).trans (key _ _ _)
```

The remainder bound uses the mean value inequality for `hK`. The identities `e1` and `e2` are the two displayed sums, compared term by term using $w_{ij}\ge0$.

```lean
/-- For Hermitian `A` and `B`, if `g' = f` is Lipschitz with constant `K`, the first-order expansion
of `Tr g(B)` around `A` has an error of at most `K |Tr (B - A)²|`, whatever the degeneracies. -/
theorem trace_remainder_le (hA : A.IsHermitian) (hB : B.IsHermitian) {g f : ℝ → ℝ} {K : ℝ}
    (hg : ∀ e, HasDerivAt g (f e) e) (hf : ∀ a b, |f b - f a| ≤ K * |b - a|) :
    ‖(spectralFun hB g).trace - (spectralFun hA g).trace - (spectralFun hA f * (B - A)).trace‖
      ≤ K * ‖((B - A) * (B - A)).trace‖ := by
  have hK0 : 0 ≤ K := by simpa using (abs_nonneg _).trans (hf 0 1)
  -- the scalar remainder, by the mean value inequality
  have hK : ∀ a b, |g b - g a - f a * (b - a)| ≤ K * (b - a) ^ 2 := by
    intro a b
    have h := Convex.norm_image_sub_le_of_norm_hasDerivWithin_le
      (f := fun y => g y - f a * y) (f' := fun y => f y - f a) (C := K * |b - a|)
      (s := Metric.closedBall a |b - a|) (x := a) (y := b)
      (fun y _ => by
        have h := (hg y).fun_sub ((hasDerivAt_id' y).const_mul (f a))
        rw [mul_one] at h
        exact h.hasDerivWithinAt)
      (fun y hy => by
        rw [Metric.mem_closedBall, Real.dist_eq] at hy
        exact (hf a y).trans (mul_le_mul_of_nonneg_left hy hK0))
      (convex_closedBall a _) (Metric.mem_closedBall_self (abs_nonneg _))
      (Metric.mem_closedBall.2 (Real.dist_eq b a).le)
    calc |g b - g a - f a * (b - a)| = |g b - f a * b - (g a - f a * a)| := by
          congr 1; ring
      _ ≤ K * |b - a| * |b - a| := h
      _ = K * (b - a) ^ 2 := by rw [mul_assoc, abs_mul_abs_self]; ring
  obtain ⟨idA, oneA, mulA⟩ := spectralFun_calculus hA
  obtain ⟨idB, oneB, mulB⟩ := spectralFun_calculus hB
  have t := trace_spectralFun_mul hA hB
  -- every trace becomes a sum with the same overlap weights
  have h1 := t (fun _ => 1) g
  rw [oneA, one_mul] at h1
  have h2 := t g (fun _ => 1)
  rw [oneB, mul_one] at h2
  have h3 := t f (fun e => e)
  rw [idB] at h3
  have h4 := t (fun e => f e * e) (fun _ => 1)
  rw [oneB, mul_one, ← mulA f (fun e => e), idA] at h4
  have h5 := t (fun e => e * e) (fun _ => 1)
  rw [oneB, mul_one, ← mulA (fun e => e) (fun e => e), idA] at h5
  have h6 := t (fun _ => 1) (fun e => e * e)
  rw [oneA, one_mul, ← mulB (fun e => e) (fun e => e), idB] at h6
  have h7 := t (fun e => e) (fun e => e)
  rw [idA, idB] at h7
  have e1 : (spectralFun hB g).trace - (spectralFun hA g).trace -
      (spectralFun hA f * (B - A)).trace = ((∑ i, ∑ j, overlap hA hB i j *
        (g (hB.eigenvalues j) - g (hA.eigenvalues i) -
          f (hA.eigenvalues i) * (hB.eigenvalues j - hA.eigenvalues i)) : ℝ) : ℂ) := by
    rw [mul_sub, Matrix.trace_sub, h1, h2, h3, h4]
    push_cast
    simp only [← Finset.sum_sub_distrib]
    refine Finset.sum_congr rfl fun i _ => Finset.sum_congr rfl fun j _ => ?_
    ring
  have e2 : ((B - A) * (B - A)).trace = ((∑ i, ∑ j, overlap hA hB i j *
      (hB.eigenvalues j - hA.eigenvalues i) ^ 2 : ℝ) : ℂ) := by
    simp only [mul_sub, sub_mul, Matrix.trace_sub]
    rw [Matrix.trace_mul_comm B A, h5, h6, h7]
    push_cast
    simp only [← Finset.sum_sub_distrib]
    refine Finset.sum_congr rfl fun i _ => Finset.sum_congr rfl fun j _ => ?_
    ring
  have w0 : ∀ i j, 0 ≤ overlap hA hB i j := fun i j => Complex.normSq_nonneg _
  rw [e1, e2, Complex.norm_real, Complex.norm_real, Real.norm_eq_abs, Real.norm_eq_abs,
    abs_of_nonneg (Finset.sum_nonneg fun i _ => Finset.sum_nonneg fun j _ =>
      mul_nonneg (w0 i j) (sq_nonneg (hB.eigenvalues j - hA.eigenvalues i)))]
  simp only [Finset.mul_sum]
  refine (Finset.abs_sum_le_sum_abs _ _).trans (Finset.sum_le_sum fun i _ =>
    (Finset.abs_sum_le_sum_abs _ _).trans (Finset.sum_le_sum fun j _ => ?_))
  rw [abs_mul, abs_of_nonneg (w0 i j)]
  linarith [mul_le_mul_of_nonneg_left (hK (hA.eigenvalues i) (hB.eigenvalues j)) (w0 i j)]
```

Along the curve, `hL` differentiates the linear term, `hQ` shows that the quadratic trace has derivative zero, and `hR` passes this on to the remainder.

```lean
/-- If `g' = f` is Lipschitz, then along a curve of Hermitian matrices differentiable at `x₀`
the trace `Tr g(H)` has derivative `Tr (f(H) H')` there. -/
theorem hasDerivAt_trace_spectralFun {g f : ℝ → ℝ} {K : ℝ}
    (hg : ∀ e, HasDerivAt g (f e) e) (hf : ∀ a b, |f b - f a| ≤ K * |b - a|)
    {H : ℝ → Matrix n n ℂ} (hH : ∀ x, (H x).IsHermitian) {H' : Matrix n n ℂ} {x₀ : ℝ}
    (hd : ∀ i j, HasDerivAt (fun x => H x i j) (H' i j) x₀) :
    HasDerivAt (fun x => (spectralFun (hH x) g).trace)
      (spectralFun (hH x₀) f * H').trace x₀ := by
  have hL : HasDerivAt (fun x => (spectralFun (hH x₀) f * (H x - H x₀)).trace)
      (spectralFun (hH x₀) f * H').trace x₀ := by
    simp only [Matrix.trace, Matrix.diag_apply, Matrix.mul_apply, Matrix.sub_apply]
    exact HasDerivAt.fun_sum fun i _ => HasDerivAt.fun_sum fun j _ =>
      ((hd j i).sub_const _).const_mul _
  have hQ : HasDerivAt (fun x => ((H x - H x₀) * (H x - H x₀)).trace) 0 x₀ := by
    simp only [Matrix.trace, Matrix.diag_apply, Matrix.mul_apply, Matrix.sub_apply]
    refine HasDerivAt.congr_deriv (HasDerivAt.fun_sum fun i _ => HasDerivAt.fun_sum fun j _ =>
      ((hd i j).sub_const _).fun_mul ((hd j i).sub_const _)) ?_
    simp
  -- the remainder is dominated by the quadratic term
  have hR : HasDerivAt (fun x => (spectralFun (hH x) g).trace - (spectralFun (hH x₀) g).trace -
      (spectralFun (hH x₀) f * (H x - H x₀)).trace) 0 x₀ := by
    rw [hasDerivAt_iff_isLittleO] at hQ ⊢
    refine (Asymptotics.IsBigO.of_bound K
      (Filter.Eventually.of_forall fun x => ?_)).trans_isLittleO hQ
    simpa using trace_remainder_le (hH x₀) (hH x) hg hf
  have h := (hR.fun_add hL).add_const (spectralFun (hH x₀) g).trace
  refine (h.congr_deriv (zero_add _)).congr_of_eventuallyEq
    (Filter.Eventually.of_forall fun x => ?_)
  beta_reduce
  ring
```

The two scalar facts about the Fermi function complete the argument.

```lean
/-- For `T > 0` the energy derivative of the grand potential of a level is its occupation. -/
theorem hasDerivAt_levelPotential {T : ℝ} (hT : 0 < T) (μ e : ℝ) :
    HasDerivAt (levelPotential T μ) (fermi T μ e) e := by
  have h1 : HasDerivAt (fun y => 1 + Real.exp ((μ - y) / T))
      (Real.exp ((μ - e) / T) * (-1 / T)) e :=
    ((((hasDerivAt_id' e).const_sub μ).div_const T).exp).const_add 1
  have h2 := (h1.log (by positivity)).const_mul (-T)
  refine h2.congr_deriv ?_
  have hE : Real.exp ((e - μ) / T) = (Real.exp ((μ - e) / T))⁻¹ := by
    rw [← Real.exp_neg]
    congr 1
    ring
  have hp := Real.exp_pos ((μ - e) / T)
  rw [fermi, hE]
  generalize Real.exp ((μ - e) / T) = E at hp
  field_simp
  ring

/-- For `T > 0` the Fermi function is Lipschitz in the energy with constant `1/T`. -/
theorem fermi_lipschitz {T : ℝ} (hT : 0 < T) (μ a b : ℝ) :
    |fermi T μ b - fermi T μ a| ≤ 1 / T * |b - a| := by
  have hd : ∀ e, HasDerivAt (fermi T μ)
      (-(Real.exp ((e - μ) / T) * (1 / T)) / (1 + Real.exp ((e - μ) / T)) ^ 2) e := fun e => by
    have h1 : HasDerivAt (fun y => 1 + Real.exp ((y - μ) / T))
        (Real.exp ((e - μ) / T) * (1 / T)) e :=
      ((((hasDerivAt_id' e).sub_const μ).div_const T).exp).const_add 1
    exact ((hasDerivAt_const e (1 : ℝ)).fun_div h1 (by positivity)).congr_deriv (by ring)
  have hb : ∀ e, |-(Real.exp ((e - μ) / T) * (1 / T)) / (1 + Real.exp ((e - μ) / T)) ^ 2|
      ≤ 1 / T := fun e => by
    have hp := Real.exp_pos ((e - μ) / T)
    generalize Real.exp ((e - μ) / T) = E at hp
    have h1 : |-(E * (1 / T)) / (1 + E) ^ 2| = E * (1 / T) / (1 + E) ^ 2 := by
      rw [neg_div, abs_neg]
      exact abs_of_pos (by positivity)
    have h2 : 0 < 1 / T * (1 + E + E ^ 2) := by positivity
    rw [h1, div_le_iff₀ (by positivity)]
    nlinarith
  exact Convex.norm_image_sub_le_of_norm_hasDerivWithin_le
    (fun y _ => (hd y).hasDerivWithinAt) (fun y _ => hb y) convex_univ
    (Set.mem_univ a) (Set.mem_univ b)

/-- At fixed `T > 0` and `μ`, along a curve of Hermitian matrices differentiable at `x₀`, the grand
potential has derivative `Tr (f(H) H')` there, with `f` the Fermi function; levels may cross. -/
theorem hasDerivAt_grandPotential {T : ℝ} (hT : 0 < T) (μ : ℝ)
    {H : ℝ → Matrix n n ℂ} (hH : ∀ x, (H x).IsHermitian) {H' : Matrix n n ℂ} {x₀ : ℝ}
    (hd : ∀ i j, HasDerivAt (fun x => H x i j) (H' i j) x₀) :
    HasDerivAt (fun x => grandPotential T μ (hH x))
      (spectralFun (hH x₀) (fermi T μ) * H').trace x₀ :=
  hasDerivAt_trace_spectralFun (hasDerivAt_levelPotential hT μ) (fermi_lipschitz hT μ) hH hd
```

**Q.** Does temperature really matter, or is the crossing harmless anyway?

**A.** Take $H=\mathrm{diag}(x,-x)$.

```lean
/-- Two levels `x` and `-x` that cross at `x = 0`. -/
def crossing (x : ℝ) : Matrix (Fin 2) (Fin 2) ℂ :=
  Matrix.diagonal (fun i => ((![x, -x] i : ℝ) : ℂ))

/-- The two-level crossing Hamiltonian is Hermitian. -/
theorem crossing_isHermitian (x : ℝ) : (crossing x).IsHermitian := by
  ext i j
  fin_cases i <;> fin_cases j <;> simp [crossing]
```

At $x=0$ both levels have occupation $f(0)$, so the warm derivative is $f(0)-f(0)=0$, for any $\mu$. At zero temperature and $\mu=0$, the sum of negative levels is $\min(x,0)+\min(-x,0)=-|x|$, which has a kink. The kink comes from levels reaching $\mu$: a single level $x$ already gives $\min(x,0)$, while a crossing away from $\mu$ leaves the zero-temperature sum differentiable. The proof takes the real part and uses the non-differentiability of $|x|$ at zero.

```lean
/-- At the crossing of the levels `x` and `-x` the grand potential with `T > 0` has derivative
zero, while the zero-temperature sum of negative levels is not differentiable. -/
theorem crossing_warm_and_cold {T : ℝ} (hT : 0 < T) (μ : ℝ) :
    HasDerivAt (fun x => grandPotential T μ (crossing_isHermitian x)) 0 0 ∧
    ¬ DifferentiableAt ℝ
      (fun x => (spectralFun (crossing_isHermitian x) (fun e => min e 0)).trace) 0 := by
  constructor
  · have hd : ∀ i j, HasDerivAt (fun x => crossing x i j)
        ((Matrix.diagonal ![1, -1] : Matrix (Fin 2) (Fin 2) ℂ) i j) 0 := by
      intro i j
      have e : (fun x => crossing x i j) = fun x : ℝ =>
          (x : ℂ) * (Matrix.diagonal ![1, -1] : Matrix (Fin 2) (Fin 2) ℂ) i j := by
        funext x
        fin_cases i <;> fin_cases j <;> simp [crossing]
      rw [e]
      exact ((hasDerivAt_id' (0 : ℝ)).ofReal_comp.mul_const _).congr_deriv
        (by rw [Complex.ofReal_one, one_mul])
    refine (hasDerivAt_grandPotential hT μ crossing_isHermitian hd).congr_deriv ?_
    rw [spectralFun_diagonal (crossing_isHermitian 0) ![0, -0] rfl,
      Matrix.diagonal_mul_diagonal, Matrix.trace_diagonal, Fin.sum_univ_two]
    simp
  · -- the sum of negative levels is `-|x|`
    have e : (fun x => (spectralFun (crossing_isHermitian x) (fun e => min e 0)).trace) =
        fun x : ℝ => ((-|x| : ℝ) : ℂ) := by
      funext x
      rw [spectralFun_diagonal (crossing_isHermitian x) ![x, -x] rfl, Matrix.trace_diagonal,
        Fin.sum_univ_two, ← Complex.ofReal_add]
      congr 1
      change min x 0 + min (-x) 0 = -|x|
      rcases le_total 0 x with h | h
      · rw [min_eq_right h, min_eq_left (neg_nonpos.2 h), abs_of_nonneg h, zero_add]
      · rw [min_eq_left h, min_eq_right (neg_nonneg.2 h), abs_of_nonpos h, neg_neg, add_zero]
    rw [e]
    intro h
    have h2 := (Complex.reCLM.differentiableAt.comp (0 : ℝ) h).neg
    apply not_differentiableAt_abs_zero
    refine h2.congr_of_eventuallyEq (Filter.Eventually.of_forall fun x => ?_)
    change |x| = -((-|x| : ℝ) : ℂ).re
    rw [Complex.ofReal_re, neg_neg]

end

end FiniteTemperatureForces
```

```lean
#print axioms FiniteTemperatureForces.hasDerivAt_grandPotential
#print axioms FiniteTemperatureForces.crossing_warm_and_cold
```

```
'FiniteTemperatureForces.hasDerivAt_grandPotential' depends on axioms: [propext, Classical.choice, Quot.sound]
'FiniteTemperatureForces.crossing_warm_and_cold' depends on axioms: [propext, Classical.choice, Quot.sound]
```

**Q.** Does the double sum give anything else?

**A.** It gives a variational bound, though the file does not include it. The Fermi function decreases, so $g$ is concave and every bracket is at most zero. Hence $\Omega(B)\le\Omega(A)+\mathrm{Tr}\,f(A)(B-A)$, the Gibbs–Bogoliubov inequality for these non-interacting levels.
